# First-hop expansion of the imaginary-time projector for a finite real matrix

For every real square matrix $H$ on a finite configuration set, write $H=D-W$ with $D$ the diagonal of $H$ and $W$ zero on the diagonal; then for every real $t$, $e^{-tH}=e^{-tD}+\int_0^t e^{-sD}\,W\,e^{-(t-s)H}\,ds$. With hop rate $r_x=\sum_y W_{xy}$ and $E_L(x)=\sum_y H_{xy}$, the local energy of the constant trial vector, the diagonal entries of $e^{-sD}$ factor as $e^{-sr_x}e^{-sE_L(x)}$.

```lean
import Mathlib

open Matrix

namespace ContinuousTimeLatticeProjector

noncomputable section

variable {n : Type*} [Fintype n] [DecidableEq n]

/-- The imaginary-time projector `exp (-t H)` of a real matrix `H`. -/
def propagator (H : Matrix n n ℝ) (t : ℝ) : Matrix n n ℝ :=
  NormedSpace.exp (-(t • H))

/-- The integral over `s` from `0` to `t` of a matrix-valued function, entry by entry. -/
def timeIntegral (F : ℝ → Matrix n n ℝ) (t : ℝ) : Matrix n n ℝ :=
  Matrix.of fun x y => ∫ s in (0 : ℝ)..t, F s x y

/-- The diagonal element `D x = H x x`. -/
def diagEnergy (H : Matrix n n ℝ) (x : n) : ℝ := H x x

/-- The hopping matrix `W`: minus the off-diagonal part of `H`, zero on the diagonal. -/
def hop (H : Matrix n n ℝ) : Matrix n n ℝ :=
  Matrix.of fun x y => if x = y then 0 else -H x y

/-- The total hop rate out of configuration `x`, `r x = ∑ y, W x y`. -/
def hopRate (H : Matrix n n ℝ) (x : n) : ℝ := ∑ y, hop H x y

/-- The local energy `E_L x`, the row sum of `H`. -/
def localEnergy (H : Matrix n n ℝ) (x : n) : ℝ := ∑ y, H x y

/-- The survival factor `exp (-s r x)` for a stay of duration `s` at `x`. -/
def survival (H : Matrix n n ℝ) (x : n) (s : ℝ) : ℝ := Real.exp (-(s * hopRate H x))

/-- The walker weight `exp (-s E_L x)` for a stay of duration `s` at `x`. -/
def weight (H : Matrix n n ℝ) (x : n) (s : ℝ) : ℝ := Real.exp (-(s * localEnergy H x))

/-- The jump ratio `W x y / r x` from `x` to `y`. -/
def jumpProb (H : Matrix n n ℝ) (x y : n) : ℝ := hop H x y / hopRate H x

/-- In a real Banach algebra, a continuous linear functional of `exp (u X)` has derivative
equal to the functional of `X exp (u X)`, and also of `exp (u X) X`. -/
theorem hasDerivAt_functional_exp {A : Type*} [NormedRing A] [NormedAlgebra ℝ A]
    [hA : CompleteSpace A] (φ : A →L[ℝ] ℝ) (X : A) (τ : ℝ) :
    HasDerivAt (fun u : ℝ => φ (NormedSpace.exp (u • X)))
        (φ (X * NormedSpace.exp (τ • X))) τ ∧
      HasDerivAt (fun u : ℝ => φ (NormedSpace.exp (u • X)))
        (φ (NormedSpace.exp (τ • X) * X)) τ := by
  have h1 := φ.hasFDerivAt.comp_hasDerivAt τ (hasDerivAt_exp_smul_const' (𝕂 := ℝ) X τ)
  have h2 := φ.hasFDerivAt.comp_hasDerivAt τ (hasDerivAt_exp_smul_const (𝕂 := ℝ) X τ)
  exact ⟨h1, h2⟩

/-- Each entry of `G t = exp (-t H)` obeys `dG/dt = -H G` and `dG/dt = -G H`. -/
theorem hasDerivAt_propagator (H : Matrix n n ℝ) (τ : ℝ) (x y : n) :
    HasDerivAt (fun u => propagator H u x y) (-(H * propagator H τ) x y) τ ∧
      HasDerivAt (fun u => propagator H u x y) (-(propagator H τ * H) x y) τ := by
  have e : ∀ u : ℝ, propagator H u = NormedSpace.exp (u • (-H)) := by
    intro u
    unfold propagator
    rw [smul_neg]
  have hc : Continuous fun M : Matrix n n ℝ => M x y :=
    Continuous.matrix_elem (A := fun M : Matrix n n ℝ => M) continuous_id' x y
  have key : HasDerivAt (fun u => propagator H u x y) (((-H) * propagator H τ) x y) τ ∧
      HasDerivAt (fun u => propagator H u x y) ((propagator H τ * (-H)) x y) τ := by
    simp only [e]
    -- the matrix entry as a continuous linear functional
    let φ : Matrix n n ℝ →L[ℝ] ℝ :=
      { toFun := fun M => M x y
        map_add' := fun _ _ => rfl
        map_smul' := fun _ _ => rfl
        cont := hc }
    -- matrices with the operator norm form a Banach algebra
    let : NormedRing (Matrix n n ℝ) := Matrix.linftyOpNormedRing
    let : NormedAlgebra ℝ (Matrix n n ℝ) := Matrix.linftyOpNormedAlgebra
    have h := hasDerivAt_functional_exp (A := Matrix n n ℝ)
      (hA := (inferInstance : CompleteSpace (n → n → ℝ))) φ (-H) τ
    exact h
  simpa only [Matrix.neg_mul, Matrix.mul_neg, Matrix.neg_apply] using key

/-- Each entry of `exp (-s A) W exp (-(t - s) H)` is a continuous function of `s`. -/
theorem continuous_duhamel_integrand (A W H : Matrix n n ℝ) (t : ℝ) (x y : n) :
    Continuous fun s => (propagator A s * W * propagator H (t - s)) x y := by
  have hK : ∀ K : Matrix n n ℝ, Continuous (propagator K) := fun K =>
    continuous_matrix fun a b =>
      continuous_iff_continuousAt.2 fun τ => (hasDerivAt_propagator K τ a b).1.continuousAt
  have h0 : Continuous fun s : ℝ => t - s := by fun_prop
  have h1 : Continuous fun s : ℝ => propagator H (t - s) := (hK H).comp h0
  have h2 : Continuous fun s : ℝ => propagator A s * W * propagator H (t - s) :=
    ((hK A).matrix_mul continuous_const).matrix_mul h1
  exact h2.matrix_elem x y

/-- Duhamel formula for arbitrary real matrices `A` and `W`:
`exp (-t (A - W)) = exp (-t A) + ∫₀ᵗ exp (-s A) W exp (-(t - s) (A - W)) ds`. -/
theorem duhamel (A W : Matrix n n ℝ) (t : ℝ) :
    propagator (A - W) t = propagator A t +
      timeIntegral (fun s => propagator A s * W * propagator (A - W) (t - s)) t := by
  ext x y
  have h0 : ∀ K : Matrix n n ℝ, propagator K 0 = 1 := fun K => by simp [propagator]
  -- the terms with `A` cancel, leaving only `W`
  have alg : ∀ P Q : Matrix n n ℝ, -(P * W * Q) x y =
      ∑ z, ((-(P * A) x z) * Q z y + P x z * ((A - W) * Q) z y) := by
    intro P Q
    have hm : -(P * W * Q) = (-(P * A)) * Q + P * ((A - W) * Q) := by
      simp only [Matrix.sub_mul, Matrix.mul_sub, Matrix.neg_mul, Matrix.mul_assoc]
      abel
    calc -(P * W * Q) x y = (-(P * W * Q)) x y := rfl
      _ = ((-(P * A)) * Q + P * ((A - W) * Q)) x y := by rw [hm]
      _ = ∑ z, ((-(P * A) x z) * Q z y + P x z * ((A - W) * Q) z y) := by
        simp only [Matrix.add_apply, Matrix.mul_apply, Matrix.neg_apply,
          Finset.sum_add_distrib]
  -- derivative of the interpolation `exp (-s A) exp (-(t - s) (A - W))`
  have hd : ∀ s, HasDerivAt (fun u => (propagator A u * propagator (A - W) (t - u)) x y)
      (-(propagator A s * W * propagator (A - W) (t - s)) x y) s := by
    intro s
    have hin : HasDerivAt (fun u : ℝ => t - u) (-1) s := (hasDerivAt_id' s).const_sub t
    have hz : ∀ z, HasDerivAt (fun u => propagator A u x z * propagator (A - W) (t - u) z y)
        ((-(propagator A s * A) x z) * propagator (A - W) (t - s) z y +
          propagator A s x z * ((A - W) * propagator (A - W) (t - s)) z y) s := by
      intro z
      have h1 := (hasDerivAt_propagator A s x z).2
      have h2 : HasDerivAt (fun u => propagator (A - W) (t - u) z y)
          (((A - W) * propagator (A - W) (t - s)) z y) s := by
        have h3 := (hasDerivAt_propagator (A - W) (t - s) z y).1
        have h := HasDerivAt.comp s h3 hin
        exact h.congr_deriv (by ring)
      exact h1.fun_mul h2
    have hs := HasDerivAt.fun_sum fun (z : n) (_ : z ∈ (Finset.univ : Finset n)) => hz z
    have hfun : (fun u => (propagator A u * propagator (A - W) (t - u)) x y) =
        fun u => ∑ z, propagator A u x z * propagator (A - W) (t - u) z y := by
      funext u
      rw [Matrix.mul_apply]
    rw [hfun]
    exact hs.congr_deriv (alg _ _).symm
  -- fundamental theorem of calculus between `s = 0` and `s = t`
  have hint := intervalIntegral.integral_eq_sub_of_hasDerivAt (fun s _ => hd s)
    ((continuous_duhamel_integrand A W (A - W) t x y).neg.intervalIntegrable 0 t)
  simp only [intervalIntegral.integral_neg, sub_self, sub_zero, h0, Matrix.mul_one,
    Matrix.one_mul] at hint
  simp only [timeIntegral, Matrix.add_apply, Matrix.of_apply]
  linarith

/-- A real function with `df/du = -a f` everywhere satisfies `f t = exp (-t a) f 0`. -/
theorem eq_exp_of_decay {f : ℝ → ℝ} {a : ℝ} (hf : ∀ u, HasDerivAt f (-(a * f u)) u)
    (t : ℝ) : f t = Real.exp (-(t * a)) * f 0 := by
  have hg : ∀ u, HasDerivAt (fun u => Real.exp (u * a) * f u) 0 u := by
    intro u
    have h := ((hasDerivAt_id' u).mul_const a).exp
    have h1 : HasDerivAt (fun u => Real.exp (u * a)) (Real.exp (u * a) * a) u :=
      h.congr_deriv (by simp)
    have h2 := h1.fun_mul (hf u)
    exact h2.congr_deriv (by ring)
  have hdiff : Differentiable ℝ (fun u => Real.exp (u * a) * f u) :=
    fun u => (hg u).differentiableAt
  have hc := is_const_of_deriv_eq_zero hdiff (fun u => (hg u).deriv) t 0
  simp only [zero_mul, Real.exp_zero, one_mul] at hc
  calc f t = Real.exp (-(t * a)) * (Real.exp (t * a) * f t) := by
        rw [← mul_assoc, ← Real.exp_add]
        simp
    _ = Real.exp (-(t * a)) * f 0 := by rw [hc]

/-- The projector of a diagonal matrix `D` is diagonal with entries `exp (-t D x)`. -/
theorem propagator_diagonal (D : n → ℝ) (t : ℝ) :
    propagator (diagonal D) t = diagonal fun x => Real.exp (-(t * D x)) := by
  ext x y
  have h := eq_exp_of_decay (f := fun u => propagator (diagonal D) u x y) (a := D x)
    (fun u => (hasDerivAt_propagator (diagonal D) u x y).1.congr_deriv
      (by simp only [Matrix.diagonal_mul])) t
  have h0 : propagator (diagonal D) 0 = 1 := by simp [propagator]
  simp only [h0] at h
  rw [h]
  simp [Matrix.diagonal_apply, Matrix.one_apply]

omit [Fintype n] in
/-- `H = D - W` with `D` diagonal and `W` of zero diagonal holds exactly when `D` is the
diagonal of `H` and `W` is its hopping matrix. -/
theorem split_iff (H W : Matrix n n ℝ) (D : n → ℝ) :
    (H = diagonal D - W ∧ ∀ x, W x x = 0) ↔ (D = diagEnergy H ∧ W = hop H) := by
  constructor
  · rintro ⟨rfl, hW⟩
    constructor
    · funext x
      simp [diagEnergy, hW]
    · ext x y
      by_cases h : x = y
      · subst h
        simp [hop, hW]
      · simp [hop, h, Matrix.diagonal_apply]
  · rintro ⟨rfl, rfl⟩
    refine ⟨?_, fun x => by simp [hop]⟩
    ext x y
    by_cases h : x = y
    · subst h
      simp [hop, diagEnergy]
    · simp [hop, h]

/-- With `D` the diagonal and `W` the hopping matrix of `H`,
`exp (-t H) = exp (-t D) + ∫₀ᵗ exp (-s D) W exp (-(t - s) H) ds`; moreover `D x = r x + E_L x`
and `exp (-s D)` is diagonal with entries survival factor times weight. -/
theorem lattice_duhamel (H : Matrix n n ℝ) (t : ℝ) :
    propagator H t = propagator (diagonal (diagEnergy H)) t +
        timeIntegral
          (fun s => propagator (diagonal (diagEnergy H)) s * hop H * propagator H (t - s)) t ∧
      (∀ x, diagEnergy H x = hopRate H x + localEnergy H x) ∧
      ∀ s, propagator (diagonal (diagEnergy H)) s =
        diagonal fun x => survival H x s * weight H x s := by
  have hsplit : diagonal (diagEnergy H) - hop H = H :=
    ((split_iff H (hop H) (diagEnergy H)).2 ⟨rfl, rfl⟩).1.symm
  -- row sums of `H = D - W`
  have hrow : ∀ x, diagEnergy H x = hopRate H x + localEnergy H x := by
    intro x
    have h1 : ∑ y, (diagonal (diagEnergy H) - hop H) x y = localEnergy H x := by
      rw [hsplit, localEnergy]
    simp only [Matrix.sub_apply, Finset.sum_sub_distrib, Matrix.diagonal_apply,
      Finset.sum_ite_eq, Finset.mem_univ, if_true] at h1
    unfold hopRate
    linarith
  refine ⟨?_, hrow, fun s => ?_⟩
  · have h := duhamel (diagonal (diagEnergy H)) (hop H) t
    rw [hsplit] at h
    exact h
  · have hx : ∀ x, Real.exp (-(s * diagEnergy H x)) = survival H x s * weight H x s := by
      intro x
      rw [survival, weight, ← Real.exp_add, hrow x]
      congr 1
      ring
    rw [propagator_diagonal]
    simp only [hx]

/-- Entrywise form: `G t x y` is the no-hop term, survival times weight for `x = y`, plus the
integral over `s` of survival times weight times `∑ z, W x z * G (t - s) z y`. -/
theorem first_hop (H : Matrix n n ℝ) (t : ℝ) (x y : n) :
    propagator H t x y = (if x = y then survival H x t * weight H x t else 0) +
      ∫ s in (0 : ℝ)..t,
        survival H x s * weight H x s * ∑ z, hop H x z * propagator H (t - s) z y := by
  obtain ⟨h1, -, h3⟩ := lattice_duhamel H t
  have h := congrFun (congrFun h1 x) y
  simp only [h3, timeIntegral, Matrix.add_apply, Matrix.of_apply, Matrix.mul_assoc,
    Matrix.diagonal_mul] at h
  simp only [Matrix.diagonal_apply, Matrix.mul_apply] at h
  exact h

/-- For a nonzero hop rate at `x`, `G t x y` is the no-hop term plus the integral over `s` of `r exp
(-s r)` times the weight times `∑ z, (W x z / r) * G (t - s) z y`. -/
theorem first_hop_walker (H : Matrix n n ℝ) (t : ℝ) (x y : n) (hr : hopRate H x ≠ 0) :
    propagator H t x y = (if x = y then survival H x t * weight H x t else 0) +
      ∫ s in (0 : ℝ)..t, (hopRate H x * survival H x s) * weight H x s *
        ∑ z, jumpProb H x z * propagator H (t - s) z y := by
  have hs : ∀ s, survival H x s * weight H x s * ∑ z, hop H x z * propagator H (t - s) z y =
      (hopRate H x * survival H x s) * weight H x s *
        ∑ z, jumpProb H x z * propagator H (t - s) z y := by
    intro s
    -- `W x z = r x * (W x z / r x)`
    have hsum : ∑ z, hop H x z * propagator H (t - s) z y =
        hopRate H x * ∑ z, jumpProb H x z * propagator H (t - s) z y := by
      rw [Finset.mul_sum]
      refine Finset.sum_congr rfl fun z _ => ?_
      rw [jumpProb]
      field_simp
    rw [hsum]
    ring
  rw [first_hop H t x y]
  congr 1
  exact intervalIntegral.integral_congr fun s _ => hs s

/-- If the hops out of `x` are nonnegative and the rate is positive, the jump ratios are
nonnegative and sum to one, and `exp (-t r) + ∫₀ᵗ r exp (-s r) ds = 1`. -/
theorem walker_probabilities (H : Matrix n n ℝ) (x : n) (hW : ∀ y, 0 ≤ hop H x y)
    (hr : 0 < hopRate H x) (t : ℝ) :
    (∀ y, 0 ≤ jumpProb H x y) ∧ ∑ y, jumpProb H x y = 1 ∧
      survival H x t + ∫ s in (0 : ℝ)..t, hopRate H x * survival H x s = 1 := by
  refine ⟨fun y => div_nonneg (hW y) hr.le, ?_, ?_⟩
  · simp only [jumpProb]
    rw [← Finset.sum_div]
    exact div_self hr.ne'
  · have hd : ∀ s, HasDerivAt (fun s => -survival H x s) (hopRate H x * survival H x s) s := by
      intro s
      have h1 := (((hasDerivAt_id' s).mul_const (hopRate H x)).fun_neg.exp).fun_neg
      exact h1.congr_deriv (by simp only [survival]; ring)
    have hc : Continuous fun s => hopRate H x * survival H x s := by
      unfold survival
      fun_prop
    have hs0 : survival H x 0 = 1 := by simp [survival]
    have hint := intervalIntegral.integral_eq_sub_of_hasDerivAt (fun s _ => hd s)
      (hc.intervalIntegrable 0 t)
    simp only [hs0] at hint
    linarith

/-- The local energy equals the constant `E` on every configuration exactly when every row sum
of `exp (-t H)` equals `exp (-t E)` for all `t`. -/
theorem localEnergy_const_iff (H : Matrix n n ℝ) (E : ℝ) :
    (∀ x, localEnergy H x = E) ↔
      ∀ t x, ∑ y, propagator H t x y = Real.exp (-(t * E)) := by
  have h0 : propagator H 0 = 1 := by simp [propagator]
  -- the derivative of the row sum is minus `∑ z, G x z * E_L z`
  have hd : ∀ x u, HasDerivAt (fun u => ∑ y, propagator H u x y)
      (-(∑ z, propagator H u x z * localEnergy H z)) u := by
    intro x u
    have h := HasDerivAt.fun_sum fun (y : n) (_ : y ∈ (Finset.univ : Finset n)) =>
      (hasDerivAt_propagator H u x y).2
    refine h.congr_deriv ?_
    simp only [Matrix.mul_apply, localEnergy, Finset.mul_sum, Finset.sum_neg_distrib]
    rw [Finset.sum_comm]
  constructor
  · intro hE t x
    have h := eq_exp_of_decay (f := fun u => ∑ y, propagator H u x y) (a := E)
      (fun u => (hd x u).congr_deriv
        (by simp only [hE]; rw [← Finset.sum_mul]; ring)) t
    simpa [h0, Matrix.one_apply] using h
  · intro h x
    -- compare the derivatives at `t = 0`
    have h1 := hd x 0
    have hf : (fun u => ∑ y, propagator H u x y) = fun u => Real.exp (-(u * E)) :=
      funext fun u => h u x
    rw [hf] at h1
    have h2 := ((hasDerivAt_id' (0 : ℝ)).mul_const E).fun_neg.exp
    have h3 := h1.unique h2
    simpa [h0, Matrix.one_apply] using h3

end

end ContinuousTimeLatticeProjector
```

## Stays, hops and weights

The type `n` is the set of configurations, and `propagator H t` is $G(t)=e^{-tH}$, with $\hbar=1$. The definitions `diagEnergy`, `hop`, `hopRate` and `localEnergy` give $D_x$, $W_{xy}$, $r_x$ and $E_L(x)$. All are computed from $H$, and `split_iff` shows that no other splitting has a diagonal $D$ and a zero-diagonal $W$. The row sum $E_L(x)$ is the local energy of the constant trial vector; an importance-sampled matrix would have to be supplied as $H$ itself.

The main theorem, `lattice_duhamel`, contains the integral equation, the identity $D_x=r_x+E_L(x)$ and the factorisation of $e^{-sD}$. Its integral, `timeIntegral`, is taken entry by entry. In components, `first_hop` reads

$$G_{xy}(t)=\delta_{xy}e^{-tr_x}e^{-tE_L(x)}+\int_0^t e^{-sr_x}e^{-sE_L(x)}\sum_z W_{xz}G_{zy}(t-s)\,ds .$$

The first term describes a walker that stays at $x$ throughout. In the second, it stays for a time $s$, hops to $z$, and is propagated for the remaining time. If $r_x\ne0$, setting $p_{xz}=W_{xz}/r_x$ (`jumpProb`) turns the integrand into

$$r_xe^{-sr_x}\,e^{-sE_L(x)}\sum_z p_{xz}G_{zy}(t-s),$$

which is `first_hop_walker`.

These factors have a probabilistic meaning for $t\ge0$ when the hops out of $x$ are nonnegative and $r_x>0$. Then $r_xe^{-sr_x}$ is a waiting-time density, $p_{xz}$ are jump probabilities, and $e^{-sE_L(x)}$ is the weight gained during the stay. If no off-diagonal element of $H$ is positive, this reading holds at every configuration with $r_x>0$, a walker at a configuration with $r_x=0$ stays there, and lattice projector Monte Carlo can sample hop times without a time-step discretisation. The algebra also holds for nonsymmetric $H$ and for $W$ with negative entries; a row of $W$ with a negative entry does not admit this direct reading. No random process is constructed here, and nothing is said about statistical error or population control.

## Differentiating an interpolation

Let $A$ and $W$ be arbitrary real matrices, fix $t$, and put

$$F(s)=e^{-sA}e^{-(t-s)(A-W)}.$$

The product rule gives

$$\begin{aligned}F'(s)&=-e^{-sA}A\,e^{-(t-s)(A-W)}+e^{-sA}(A-W)e^{-(t-s)(A-W)}\\&=-e^{-sA}W\,e^{-(t-s)(A-W)}.\end{aligned}$$

Since $F(0)=e^{-t(A-W)}$ and $F(t)=e^{-tA}$, integrating from $0$ to $t$ and rearranging gives `duhamel`. Taking $A=D$ and $A-W=H$ gives the stated equation.

The Lean proof works with matrix entries. `hasDerivAt_functional_exp` differentiates a continuous linear functional of an exponential; `hasDerivAt_propagator` applies it to an entry and obtains both $G'=-HG$ and $G'=-GH$. In `duhamel`, `alg` is the cancellation of $A$, `hd` is the derivative of $F$, and `hint` is the fundamental theorem of calculus, with integrability supplied by `continuous_duhamel_integrand`.

## From the diagonal to a survival factor

If $f'=-af$, then $(e^{ua}f(u))'=0$, so $f(t)=e^{-ta}f(0)$. This is `eq_exp_of_decay`. For fixed $x,y$, the entry $f(u)=(e^{-uD})_{xy}$ satisfies this equation with $a=D_x$ and $f(0)=\delta_{xy}$, which proves `propagator_diagonal`. Summing row $x$ of $H=D-W$ gives $E_L(x)=D_x-r_x$, hence

$$e^{-sD_x}=e^{-s(r_x+E_L(x))}=e^{-sr_x}e^{-sE_L(x)}.$$

Taking entries then proves `first_hop`, and substituting $W_{xz}=r_xp_{xz}$ proves `first_hop_walker`. For `walker_probabilities`, $\sum_zp_{xz}=r_x/r_x=1$, while $\int_0^t r_xe^{-sr_x}ds=1-e^{-tr_x}$: staying and hopping account for total probability one.

## When every row has the same weight

`localEnergy_const_iff` says that $E_L(x)=E$ for all $x$ exactly when every row sum $R_x(t)=\sum_yG_{xy}(t)$ equals $e^{-tE}$ for all $t$. From $G'=-GH$,

$$R_x'(t)=-\sum_zG_{xz}(t)E_L(z).$$

If $E_L$ is the constant $E$, this is $R_x'=-ER_x$ with $R_x(0)=1$, and the decay lemma gives $R_x(t)=e^{-tE}$. Conversely, differentiating $R_x(t)=e^{-tE}$ at $t=0$, where $G=1$, gives $-E_L(x)=-E$.

```lean
#print axioms ContinuousTimeLatticeProjector.first_hop_walker
#print axioms ContinuousTimeLatticeProjector.walker_probabilities
#print axioms ContinuousTimeLatticeProjector.localEnergy_const_iff
```

```
'ContinuousTimeLatticeProjector.first_hop_walker' depends on axioms: [propext, Classical.choice, Quot.sound]
'ContinuousTimeLatticeProjector.walker_probabilities' depends on axioms: [propext, Classical.choice, Quot.sound]
'ContinuousTimeLatticeProjector.localEnergy_const_iff' depends on axioms: [propext, Classical.choice, Quot.sound]
```
